# Reversing a fermion line of n slashed vectors between charge-conjugate commuting spinors gives the sign (−1)ⁿ⁺¹

Spinors \(u_1,u_2\) have four ordinary complex components, which commute. The matrices \(\gamma^0,\dots,\gamma^3\) are those of the Dirac representation, and the metric is \((+,-,-,-)\). For a complex four-vector \(a\) with contravariant components \(a^\mu\),

\[
\not a=a^0\gamma^0-a^1\gamma^1-a^2\gamma^2-a^3\gamma^3 .
\]

The Dirac adjoint is \(\bar u=u^\dagger\gamma^0\), and the charge-conjugate spinors are \(v_i=i\gamma^2u_i^*\) for \(i=1,2\). The charge-conjugation matrix is \(C=i\gamma^2\gamma^0\), and \(\gamma^5=i\gamma^0\gamma^1\gamma^2\gamma^3\).

With these conventions, for every \(n\ge 0\) and all complex vectors \(a_1,\dots,a_n\),

\[
\bar v_1\,\not a_1\cdots\not a_n\,v_2=(-1)^{n+1}\,\bar u_2\,\not a_n\cdots\not a_1\,u_1 .
\]

The empty product is the identity matrix, so \(n=0\) reads \(\bar v_1v_2=-\bar u_2u_1\). The vectors are not conjugated, even when they are complex polarisation vectors.

## Traversing a line against its arrow in an amplitude code

A program that evaluates tree amplitudes in quantum electrodynamics may meet the same fermion line in either direction, for instance when it relates an antiparticle line to a particle line. The identity supplies the relative sign for the numerator of one open line with fixed external spinors; denominators, couplings and the signs from exchanging external fermions are separate.

A line with more than one vertex also contains propagator numerators, which include mass terms. For momenta \(p_i\) and masses \(m_i\),

\[
\bar v_1\prod_{i=1}^{n}(\not p_i+m_i)\,v_2
=-\bar u_2\,(m_n-\not p_n)\cdots(m_1-\not p_1)\,u_1 ,
\]

with the product on the left ordered from \(1\) to \(n\). A photon vertex is a factor with zero mass. A Compton-type line with polarisations \(\epsilon,\epsilon'\) and internal momentum \(k\) therefore obeys

\[
\bar v_1\not\epsilon'(\not k+m)\not\epsilon\,v_2
=-\bar u_2\not\epsilon\,(-\not k+m)\not\epsilon'\,u_1 .
\]

The two vertex signs cancel, and the propagator numerator is the one for momentum \(-k\). In code, the steps are to reverse the array of factors, replace the end spinors \(\bar v_1\) and \(v_2\) by \(\bar u_2\) and \(u_1\) respectively, negate every slashed vector while keeping the masses, and multiply once by \(-1\). Evaluating both sides with random complex input, on lines with at least two slashed vectors, and comparing them within rounding error is a test of the factor order and of the relation between \(v_i\) and \(u_i\). It cannot detect a phase common to \(v_1\) and \(v_2\), which cancels.

A small case fixes the signs. For \(u_1=u_2=(1,0,0,0)\), both \(v_i\) equal \((0,0,0,1)\). Then \(\bar v_1v_2=-1\) while \(\bar u_2u_1=1\), and \(\bar v_1\gamma^0v_2=\bar u_2\gamma^0u_1=1\).

## Transposing a number and the sign from C⁻¹ = −C

Direct multiplication gives \(C^2=-1\) and \(C^T=-C\), hence \(C^{-1}=-C\). Since \(\gamma^0\) is symmetric and squares to one,

\[
C\bar u^T=i\gamma^2\gamma^0\gamma^0u^*=i\gamma^2u^*=v .
\]

Since \((i\gamma^2)^\dagger=i\gamma^2\),

\[
\bar v=u^T(i\gamma^2)^\dagger\gamma^0=u^TC .
\]

For any \(4\times4\) matrix \(M\), define \(R(M)=CM^TC^{-1}=-CM^TC\). A number equals its transpose, so

\[
\bar v_1Mv_2=u_1^TCMC\bar u_2^T
=\bar u_2\,C^TM^TC^T u_1
=\bar u_2\,CM^TC\,u_1
=-\bar u_2R(M)u_1 .
\]

This is where commuting components enter: anticommuting components would add another minus sign.

The map \(R\) reverses products:

\[
R(N)R(M)=CN^TC^2M^TC=-C(MN)^TC=R(MN).
\]

It also changes the sign of each gamma matrix. The matrices \(\gamma^0,\gamma^2\) are symmetric and anticommute with \(C\); \(\gamma^1,\gamma^3\) are antisymmetric and commute with it. In all four cases \(C(\gamma^\mu)^T=-\gamma^\mu C\), so \(R(\gamma^\mu)=\gamma^\mu C^2=-\gamma^\mu\), and by linearity \(R(\not a)=-\not a\).

Now use induction on the number of factors. The identity satisfies \(R(1)=1\). If \(P=\not a_2\cdots\not a_n\) and \(R(P)=(-1)^{n-1}\not a_n\cdots\not a_2\), then

\[
R(\not a_1P)=R(P)R(\not a_1)=(-1)^n\not a_n\cdots\not a_2\not a_1 .
\]

The minus sign in front of \(\bar u_2R(M)u_1\), which comes from \(C^{-1}=-C\), completes the factor \((-1)^{n+1}\). For massive factors, \(R(\not p+m)=m-\not p\), and the same induction leaves only the overall minus sign.

Finally, \(R(\gamma^5)=\gamma^5\) and \(\gamma^5\not a=-\not a\gamma^5\), so \(R(\not a\gamma^5)=-\gamma^5\not a=\not a\gamma^5\). Therefore

\[
\bar v_1\not a\gamma^5v_2=-\bar u_2\not a\gamma^5u_1 ,
\]

whereas the vector current keeps its sign. A coupling \(\not a(1-\gamma^5)\) thus becomes \(\not a(1+\gamma^5)\) on the reversed line.

## The Lean file

```lean
import Mathlib

open Matrix Complex

namespace FermionLineReversal

noncomputable section

/-- Four complex components, used for Dirac spinors and for four-vectors. -/
abbrev Vec4 := Fin 4 → ℂ

/-- Complex 4 by 4 matrices acting on Dirac spinors. -/
abbrev Mat4 := Matrix (Fin 4) (Fin 4) ℂ

/-- The matrix γ⁰ in the Dirac representation. -/
def γ0 : Mat4 := !![1, 0, 0, 0; 0, 1, 0, 0; 0, 0, -1, 0; 0, 0, 0, -1]

/-- The matrix γ¹ in the Dirac representation. -/
def γ1 : Mat4 := !![0, 0, 0, 1; 0, 0, 1, 0; 0, -1, 0, 0; -1, 0, 0, 0]

/-- The matrix γ² in the Dirac representation. -/
def γ2 : Mat4 := !![0, 0, 0, -I; 0, 0, I, 0; 0, I, 0, 0; -I, 0, 0, 0]

/-- The matrix γ³ in the Dirac representation. -/
def γ3 : Mat4 := !![0, 0, 1, 0; 0, 0, 0, -1; -1, 0, 0, 0; 0, 1, 0, 0]

/-- The chirality matrix γ⁵ = i γ⁰ γ¹ γ² γ³. -/
def γ5 : Mat4 := I • (γ0 * γ1 * γ2 * γ3)

/-- The slashed vector, contracted with the metric (+,-,-,-). -/
def slash (a : Vec4) : Mat4 := a 0 • γ0 - a 1 • γ1 - a 2 • γ2 - a 3 • γ3

/-- The Dirac adjoint u† γ⁰. -/
def bar (u : Vec4) : Vec4 := star u ᵥ* γ0

/-- The charge-conjugate spinor i γ² u*. -/
def conjSpinor (u : Vec4) : Vec4 := (I • γ2) *ᵥ star u

/-- The charge-conjugation matrix C = i γ² γ⁰. -/
def chargeC : Mat4 := I • (γ2 * γ0)

/-- The reversed matrix C Mᵀ C⁻¹, written with C⁻¹ = -C. -/
def reversed (M : Mat4) : Mat4 := -(chargeC * Mᵀ * chargeC)

/-- The entries of the charge-conjugation matrix in the Dirac representation. -/
theorem chargeC_eq :
    chargeC = !![0, 0, 0, -1; 0, 0, 1, 0; 0, -1, 0, 0; 1, 0, 0, 0] := by
  ext i j
  fin_cases i <;> fin_cases j <;>
    simp [chargeC, γ2, γ0]

/-- The charge-conjugation matrix squares to minus one. -/
theorem chargeC_mul_self : chargeC * chargeC = -1 := by
  rw [chargeC_eq]
  ext i j
  fin_cases i <;> fin_cases j <;> simp [Matrix.mul_apply, Fin.sum_univ_four]

/-- The charge-conjugate spinor is C ūᵀ, and its Dirac adjoint is uᵀ C. -/
theorem conjSpinor_eq (u : Vec4) :
    conjSpinor u = chargeC *ᵥ bar u ∧ bar (conjSpinor u) = u ᵥ* chargeC := by
  have hB : I • γ2 = !![0, 0, 0, 1; 0, 0, -1, 0; 0, -1, 0, 0; 1, 0, 0, 0] := by
    ext i j
    fin_cases i <;> fin_cases j <;> simp [γ2]
  constructor
  · rw [conjSpinor, hB, chargeC_eq]
    ext i
    fin_cases i <;>
      simp [bar, γ0, Matrix.mulVec, Matrix.vecMul, dotProduct, Fin.sum_univ_four]
  · rw [conjSpinor, hB, chargeC_eq]
    ext i
    fin_cases i <;>
      simp [bar, γ0, Matrix.vecMul, dotProduct, Fin.sum_univ_four]

/-- Reversal exchanges the order of the factors in a product. -/
theorem reversed_mul (M N : Mat4) : reversed (M * N) = reversed N * reversed M := by
  have h : reversed N * reversed M
      = chargeC * Nᵀ * (chargeC * chargeC) * Mᵀ * chargeC := by
    unfold reversed
    noncomm_ring
  rw [h, chargeC_mul_self, reversed, Matrix.transpose_mul]
  noncomm_ring

/-- Reversal changes the sign of every slashed vector. -/
theorem reversed_slash (a : Vec4) : reversed (slash a) = -slash a := by
  -- moving C past the transposed vector costs a sign
  have h : chargeC * (slash a)ᵀ = -(slash a * chargeC) := by
    rw [chargeC_eq]
    ext i j
    simp only [Matrix.neg_apply, Matrix.mul_apply, Matrix.transpose_apply, Fin.sum_univ_four]
    fin_cases i <;> fin_cases j <;> simp [slash, γ0, γ1, γ2, γ3]
    all_goals ring
  rw [reversed, h, neg_mul, neg_neg, mul_assoc, chargeC_mul_self, mul_neg, mul_one]

/-- For any matrix M between charge-conjugate spinors, v̄₁ M v₂ = -ū₂ (C Mᵀ C⁻¹) u₁. -/
theorem bilinear_reversal (u₁ u₂ : Vec4) (M : Mat4) :
    bar (conjSpinor u₁) ⬝ᵥ M *ᵥ conjSpinor u₂ = -(bar u₂ ⬝ᵥ reversed M *ᵥ u₁) := by
  -- a number equals its own transpose
  have ht : ∀ (x y : Vec4) (A : Mat4), x ⬝ᵥ A *ᵥ y = y ⬝ᵥ Aᵀ *ᵥ x := by
    intro x y A
    rw [Matrix.mulVec_transpose, dotProduct_comm y, ← Matrix.dotProduct_mulVec]
  have hC : chargeCᵀ = -chargeC := by
    rw [chargeC_eq]
    ext i j
    fin_cases i <;> fin_cases j <;> simp
  have hM : (chargeC * M * chargeC)ᵀ = -reversed M := by
    rw [Matrix.transpose_mul, Matrix.transpose_mul, hC, reversed]
    noncomm_ring
  rw [(conjSpinor_eq u₁).2, (conjSpinor_eq u₂).1, ← Matrix.dotProduct_mulVec,
    Matrix.mulVec_mulVec, Matrix.mulVec_mulVec, ht, hM, Matrix.neg_mulVec, dotProduct_neg]

/-- Fermion line reversal: for spinors with commuting entries and any n slashed vectors,
v̄₁ a̸₁…a̸ₙ v₂ = (-1)^(n+1) ū₂ a̸ₙ…a̸₁ u₁. -/
theorem fermion_line_reversal (u₁ u₂ : Vec4) (l : List Vec4) :
    bar (conjSpinor u₁) ⬝ᵥ (l.map slash).prod *ᵥ conjSpinor u₂
      = (-1) ^ (l.length + 1) * (bar u₂ ⬝ᵥ (l.reverse.map slash).prod *ᵥ u₁) := by
  -- each slashed vector contributes one sign
  have key : reversed (l.map slash).prod
      = ((-1 : ℂ) ^ l.length) • (l.reverse.map slash).prod := by
    induction l with
    | nil => simp [reversed, chargeC_mul_self]
    | cons a l ih =>
      rw [List.map_cons, List.prod_cons, reversed_mul, ih, reversed_slash,
        List.reverse_cons, List.map_append, List.prod_append, List.length_cons, pow_succ]
      simp
  rw [bilinear_reversal, key, Matrix.smul_mulVec, dotProduct_smul, smul_eq_mul, pow_succ]
  ring

/-- Reversal of a line of propagator numerators: each factor p̸ + m becomes m - p̸, the order
is reversed, and there is one overall minus sign. -/
theorem propagator_line_reversal (u₁ u₂ : Vec4) (l : List (Vec4 × ℂ)) :
    bar (conjSpinor u₁) ⬝ᵥ (l.map fun f => slash f.1 + f.2 • (1 : Mat4)).prod *ᵥ conjSpinor u₂
      = -(bar u₂ ⬝ᵥ (l.reverse.map fun f => f.2 • (1 : Mat4) - slash f.1).prod *ᵥ u₁) := by
  -- the mass term keeps its sign, the momentum term flips
  have hf : ∀ (p : Vec4) (m : ℂ),
      reversed (slash p + m • (1 : Mat4)) = m • (1 : Mat4) - slash p := by
    intro p m
    have h := reversed_slash p
    unfold reversed at h ⊢
    rw [Matrix.transpose_add, Matrix.transpose_smul, Matrix.transpose_one, mul_add, add_mul,
      neg_add, h, mul_smul_comm, mul_one, smul_mul_assoc, chargeC_mul_self, smul_neg, neg_neg]
    abel
  have key : reversed (l.map fun f => slash f.1 + f.2 • (1 : Mat4)).prod
      = (l.reverse.map fun f => f.2 • (1 : Mat4) - slash f.1).prod := by
    induction l with
    | nil => simp [reversed, chargeC_mul_self]
    | cons f l ih =>
      rw [List.map_cons, List.prod_cons, reversed_mul, ih, hf,
        List.reverse_cons, List.map_append, List.prod_append]
      simp
  rw [bilinear_reversal, key]

/-- The axial current changes sign under line reversal: v̄₁ a̸ γ⁵ v₂ = -ū₂ a̸ γ⁵ u₁. -/
theorem axial_current_reversal (u₁ u₂ a : Vec4) :
    bar (conjSpinor u₁) ⬝ᵥ (slash a * γ5) *ᵥ conjSpinor u₂
      = -(bar u₂ ⬝ᵥ (slash a * γ5) *ᵥ u₁) := by
  have h5 : γ5 = !![0, 0, 1, 0; 0, 0, 0, 1; 1, 0, 0, 0; 0, 1, 0, 0] := by
    ext i j
    fin_cases i <;> fin_cases j <;>
      simp [γ5, γ0, γ1, γ2, γ3]
  -- γ⁵ is unchanged by reversal and anticommutes with a̸
  have hr : reversed γ5 = γ5 := by
    have h : chargeC * γ5ᵀ = γ5 * chargeC := by
      rw [chargeC_eq, h5]
      ext i j
      simp only [Matrix.mul_apply, Matrix.transpose_apply, Fin.sum_univ_four]
      fin_cases i <;> fin_cases j <;> simp
    rw [reversed, h, mul_assoc, chargeC_mul_self, mul_neg, mul_one, neg_neg]
  have ha : γ5 * -slash a = slash a * γ5 := by
    rw [h5]
    ext i j
    fin_cases i <;> fin_cases j <;>
      simp [slash, γ0, γ1, γ2, γ3, Matrix.mul_apply, Fin.sum_univ_four] <;> try ring
  rw [bilinear_reversal, reversed_mul, hr, reversed_slash, ha]

end

end FermionLineReversal
```

```lean
#print axioms FermionLineReversal.fermion_line_reversal
#print axioms FermionLineReversal.propagator_line_reversal
#print axioms FermionLineReversal.axial_current_reversal
```

```
'FermionLineReversal.fermion_line_reversal' depends on axioms: [propext, Classical.choice, Quot.sound]
'FermionLineReversal.propagator_line_reversal' depends on axioms: [propext, Classical.choice, Quot.sound]
'FermionLineReversal.axial_current_reversal' depends on axioms: [propext, Classical.choice, Quot.sound]
```

## Lists as fermion lines, and the proof by induction

`Vec4` serves for both spinors and four-vectors, and `Mat4` is the type of complex \(4\times4\) matrices. The functions `bar`, `conjSpinor`, `chargeC` and `reversed` are \(\bar u\), \(i\gamma^2u^*\), \(C\) and \(R\). Complex conjugation is `star`; the product `⬝ᵥ` does not conjugate, so the adjoint enters only through `bar`.

In `fermion_line_reversal`, the list `l` holds \(a_1,\dots,a_n\), and `(l.map slash).prod` is their ordered slashed product. `l.reverse` supplies the opposite order, and `l.length` is \(n\). The theorem has no hypothesis on the spinors or vectors. In `propagator_line_reversal`, each list entry is a pair: `f.1` is the momentum and `f.2` the mass, which may be complex.

The facts about \(C\) are settled by computation. `chargeC_eq` finds its entries, `chargeC_mul_self` squares it, and `conjSpinor_eq` proves the formulas for \(v\) and \(\bar v\). In these proofs `ext` and `fin_cases` split an equality into components, which `simp` evaluates.

`reversed_mul` inserts \(C^2=-1\) between the transposed factors. `reversed_slash` first proves \(C\not a^T=-\not aC\) entry by entry, then uses \(C^2=-1\) again. In `bilinear_reversal`, the local statement `ht` transposes the number, and `hM` identifies \((CMC)^T\) with \(-R(M)\).

The main theorem's `key` is the induction on the list. Its `nil` case is \(R(1)=1\); its `cons` case moves the first factor to the end and adds one sign. The propagator theorem repeats this with `hf`, the rule for a single massive factor. `axial_current_reversal` computes \(\gamma^5\) explicitly, checks its behaviour under \(R\) and its anticommutation with \(\not a\), and then applies `bilinear_reversal`.

## Phases, representations and other limits on use in a code

The theorems establish exact identities over the complex numbers for lines of any finite length. They say nothing about rounding error or about whether a program implements the same definitions.

- **Spinor phases.** If a code uses \(v_i'=e^{i\theta_i}v_i\) with real \(\theta_i\), the left-hand side acquires \(e^{i(\theta_2-\theta_1)}\). Differing phase conventions at the two ends therefore alter the relation.
- **Representation.** Under a unitary change of spinor basis \(u'=Su\), the matrix \(B=i\gamma^2\) in \(v=Bu^*\) becomes \(SB(S^*)^{-1}\), where \(S^*\) is the entrywise conjugate. Keeping the old numerical matrix is not generally correct.
- **External states.** The spinors need not solve the Dirac equation or be normalised. Identifying \(v_i\) with a physical antiparticle state of given momentum and spin is a further step.
- **Field operators.** The components here are numbers. For anticommuting fields the extra sign reverses the behaviour of both currents: the vector current changes sign and the axial current does not.
- **Chirality and dimension.** The \(\gamma^5\) theorem treats a single factor \(\not a\gamma^5\). All matrices are four-dimensional, so dimensional regularisation is not covered.
